# Under imaginary-time projection the energy variance can rise before it falls

Imaginary-time projection damps the excited components of a trial state relative to its ground component, and to ask whether the energy variance falls throughout, we describe the state only by its energy levels $E_i$ and the weights $w_i$ that it places on them. For $\psi(t)=e^{-tH}\psi(0)$, with $\hbar=1$ and $w_i$ the squared modulus of the initial component on level $i$, the unnormalised weight at time $t$ is $w_i e^{-2tE_i}$. The factor 2 comes from squaring the amplitude.

For finitely many levels, the variance has derivative $-2\mu_3$ wherever the total weight is nonzero, where $\mu_3$ is the third central moment of the energy. For levels $0$ and $D>0$ with initial ground weight $0<w<1/2$ and excited weight $1-w$, the variance strictly increases until
$$T=\frac{1}{2D}\log\frac{1-w}{w}>0$$
and strictly decreases afterwards.

The variance vanishes exactly when the state is an energy eigenstate, whether ground or excited, so on its own it does not measure the distance from the ground state. In this two-level model with exact propagation, a growing variance is compatible with steady progress towards the ground state.

## How the central moments move

Write
$$Z=\sum_i w_i e^{-2tE_i},\quad p_i=\frac{w_i e^{-2tE_i}}{Z},\quad m=\sum_i p_iE_i,\quad \mu_k=\sum_i p_i(E_i-m)^k .$$

Differentiating the total weight gives $Z'=-2\sum_i E_i w_i e^{-2tE_i}=-2mZ$. By the quotient rule,
$$p_i'=\frac{-2E_i w_ie^{-2tE_i}\,Z+2mZ\,w_ie^{-2tE_i}}{Z^2}=-2p_i(E_i-m).$$
Among the levels with nonzero weight, those above the mean lose population and those below it gain.

Since $\sum_i p_i=1$, the first central moment is $\mu_1=m-m=0$. The mean therefore moves as
$$m'=-2\sum_i p_i(E_i-m)E_i=-2\mu_2-2m\mu_1=-2\mu_2 .$$
In $\mu_{k+1}$ both the populations and the mean depend on time, so for $k\ge 0$
$$\mu_{k+1}'=\sum_i p_i'(E_i-m)^{k+1}-(k+1)\,m'\sum_i p_i(E_i-m)^k=-2\bigl(\mu_{k+2}-(k+1)\mu_2\mu_k\bigr).$$
For $k=1$ the last term contains $\mu_1=0$, which leaves $\mu_2'=-2\mu_3$.

The case $k=2$ gives a neighbouring result. Differentiating the variance law once more yields $\mu_2''=-2\mu_3'=4(\mu_4-3\mu_2^2)$, so the curvature of the variance is four times the fourth cumulant of the energy.

## Two levels: a peak at equal populations

Let $b=(1-w)e^{-2tD}$. The populations are $p_0=w/(w+b)$ and $p_1=b/(w+b)$, and the mean is $Dp_1$. Hence
$$\mu_2=p_0(Dp_1)^2+p_1(Dp_0)^2=D^2p_0p_1=\frac{D^2wb}{(w+b)^2}.$$
The definition of $T$ gives $(1-w)/w=e^{2DT}$. With $y=D(t-T)$ this means $b=we^{-2y}$, and
$$\mu_2=\frac{D^2e^{-2y}}{(1+e^{-2y})^2}=\frac{D^2}{(e^y+e^{-y})^2}=\frac{D^2}{4\cosh^2 y}.$$

Since $\cosh y$ grows with $|y|$, the variance is larger the closer $t$ lies to $T$. Its maximum $D^2/4$ occurs when the two populations are equal. If $0<w<1/2$, the excited level starts with the larger population and its share tends to zero, so the state passes through this point. If $1/2\le w<1$, then $T\le 0$ and the variance falls from the start.

## Weights and moments as finite sums

In Lean the levels are indexed by a finite type `ι`, and `w` and `E` are real functions on it.

```lean
import Mathlib

open Finset

namespace ImaginaryTimeVariance

noncomputable section

variable {ι : Type*} [Fintype ι] {w E : ι → ℝ} {t : ℝ}
```

The total weight is $Z$, and dividing by it gives the normalised populations $p_i$.

```lean
/-- Sum of the weights `w i * exp (-2 t E i)` at imaginary time `t`. -/
def totalWeight (w E : ι → ℝ) (t : ℝ) : ℝ := ∑ i, w i * Real.exp (-2 * t * E i)

/-- Normalized weight of level `i` at imaginary time `t`, for nonzero total weight. -/
def population (w E : ι → ℝ) (t : ℝ) (i : ι) : ℝ :=
  w i * Real.exp (-2 * t * E i) / totalWeight w E t
```

The mean energy $m$ and the central moments $\mu_k$ are sums over these populations, and the variance is the moment of order 2.

```lean
/-- Mean energy in the normalized weights, for nonzero total weight. -/
def meanEnergy (w E : ι → ℝ) (t : ℝ) : ℝ := ∑ i, population w E t i * E i

/-- The `k`-th central moment of the energy, for nonzero total weight. -/
def centralMoment (w E : ι → ℝ) (k : ℕ) (t : ℝ) : ℝ :=
  ∑ i, population w E t i * (E i - meanEnergy w E t) ^ k

/-- The energy variance, which is the second central moment, for nonzero total weight. -/
def energyVariance (w E : ι → ℝ) (t : ℝ) : ℝ := centralMoment w E 2 t
```

There is no Hamiltonian or state vector here. Identifying `w i * Real.exp (-2 * t * E i)` with the squared components of a propagated wavefunction is the step from these sums to quantum mechanics. Time-step error, sampling noise and continuous spectra are idealised away.

The derivative theorems assume only that the total weight is nonzero. Squared components of a nonzero state satisfy this at every time, because they are nonnegative and at least one is positive:

```lean
/-- For nonnegative weights that are not all zero, the total weight is positive at all times. -/
theorem totalWeight_pos (hw : ∀ i, 0 ≤ w i) (hpos : ∃ i, 0 < w i) (t : ℝ) :
    0 < totalWeight w E t := by
  obtain ⟨i, hi⟩ := hpos
  exact Finset.sum_pos' (fun j _ => mul_nonneg (hw j) (Real.exp_pos _).le)
    ⟨i, Finset.mem_univ i, mul_pos hi (Real.exp_pos _)⟩
```

## From the quotient rule to the variance law

`HasDerivAt f d t` says that `f` is differentiable at `t` with derivative `d`. In the next proof, `h` differentiates one unnormalised weight and `hs` is the relation $Z'=-2mZ$. The quotient rule enters through `fun_div`, and `linear_combination` checks the remaining algebra.

```lean
/-- Where the total weight is nonzero, each population changes at the rate
`-2` times the population times the level's energy relative to the mean. -/
theorem population_hasDerivAt (hZ : totalWeight w E t ≠ 0) (i : ι) :
    HasDerivAt (fun s => population w E s i)
      (-2 * (population w E t i * (E i - meanEnergy w E t))) t := by
  have h : ∀ j, HasDerivAt (fun s : ℝ => w j * Real.exp (-2 * s * E j))
      (-2 * E j * (w j * Real.exp (-2 * t * E j))) t := by
    intro j
    have h1 : HasDerivAt (fun s : ℝ => -2 * s * E j) (-2 * E j) t :=
      (((hasDerivAt_id' t).const_mul (-2 : ℝ)).mul_const (E j)).congr_deriv (by ring)
    exact (h1.exp.const_mul (w j)).congr_deriv (by ring)
  have hs0 : HasDerivAt (fun s : ℝ => ∑ j, w j * Real.exp (-2 * s * E j))
      (∑ j, -2 * E j * (w j * Real.exp (-2 * t * E j))) t :=
    HasDerivAt.fun_sum fun j _ => h j
  -- the mean energy times the total weight is the energy sum over unnormalised weights
  have hmean : meanEnergy w E t * totalWeight w E t
      = ∑ j, w j * Real.exp (-2 * t * E j) * E j := by
    rw [meanEnergy, Finset.sum_mul]
    refine Finset.sum_congr rfl fun j _ => ?_
    rw [population, mul_right_comm, div_mul_cancel₀ _ hZ]
  have hm : ∑ j, -2 * E j * (w j * Real.exp (-2 * t * E j))
      = -2 * (meanEnergy w E t * totalWeight w E t) := by
    rw [hmean, Finset.mul_sum]
    exact Finset.sum_congr rfl fun j _ => by ring
  have hs : HasDerivAt (fun s => totalWeight w E s)
      (-2 * (meanEnergy w E t * totalWeight w E t)) t := hs0.congr_deriv hm
  refine ((h i).fun_div hs hZ).congr_deriv ?_
  have ha := div_mul_cancel₀ (w i * Real.exp (-2 * t * E i)) hZ
  rw [div_eq_iff (pow_ne_zero 2 hZ), population]
  linear_combination 2 * (E i - meanEnergy w E t) * totalWeight w E t * ha
```

The vanishing of $\mu_1$ follows from the normalisation `hp`.

```lean
/-- Where the total weight is nonzero, the first central moment vanishes. -/
theorem centralMoment_one (hZ : totalWeight w E t ≠ 0) : centralMoment w E 1 t = 0 := by
  have hp : ∑ i, population w E t i = 1 := by
    simp only [population]
    rw [← Finset.sum_div]
    exact div_self hZ
  simp only [centralMoment, pow_one, mul_sub, Finset.sum_sub_distrib, ← Finset.sum_mul, hp,
    one_mul]
  exact sub_self _
```

The hierarchy holds for every natural number `k`. Inside the proof, `hm` is the law $m'=-2\mu_2$. The second `h0` applies the product rule to each summand, with one term for the moving population and one for the moving mean. The sums are then matched term by term.

```lean
/-- Where the total weight is nonzero, the derivative of each central moment of order `k + 1`
is given by the moments of orders `k + 2`, `k` and `2`. -/
theorem centralMoment_hasDerivAt (hZ : totalWeight w E t ≠ 0) (k : ℕ) :
    HasDerivAt (fun s => centralMoment w E (k + 1) s)
      (-2 * (centralMoment w E (k + 2) t
        - ((k : ℝ) + 1) * centralMoment w E 2 t * centralMoment w E k t)) t := by
  have h1 : ∑ i, population w E t i * (E i - meanEnergy w E t) = 0 := by
    simpa only [centralMoment, pow_one] using centralMoment_one hZ
  -- motion of the mean
  have hm : HasDerivAt (fun s => meanEnergy w E s) (-2 * centralMoment w E 2 t) t := by
    have h0 : HasDerivAt (fun s => ∑ i, population w E s i * E i)
        (∑ i, -2 * (population w E t i * (E i - meanEnergy w E t)) * E i) t :=
      HasDerivAt.fun_sum fun i _ => (population_hasDerivAt hZ i).mul_const (E i)
    refine h0.congr_deriv ?_
    have h2 : ∑ i, -2 * (population w E t i * (E i - meanEnergy w E t)) * E i
        = -2 * ∑ i, population w E t i * (E i - meanEnergy w E t) ^ 2
          + -2 * meanEnergy w E t * ∑ i, population w E t i * (E i - meanEnergy w E t) := by
      rw [Finset.mul_sum, Finset.mul_sum, ← Finset.sum_add_distrib]
      exact Finset.sum_congr rfl fun i _ => by ring
    rw [h2, h1, mul_zero, add_zero, centralMoment]
  -- product rule: populations and mean both move
  have h0 : HasDerivAt
      (fun s => ∑ i, population w E s i * (E i - meanEnergy w E s) ^ (k + 1))
      (∑ i, (-2 * (population w E t i * (E i - meanEnergy w E t))
          * (E i - meanEnergy w E t) ^ (k + 1)
        + population w E t i * (((k + 1 : ℕ) : ℝ) * (E i - meanEnergy w E t) ^ k
          * -(-2 * centralMoment w E 2 t)))) t := by
    refine HasDerivAt.fun_sum fun i _ => ?_
    have hd : HasDerivAt (fun s => E i - meanEnergy w E s)
        (-(-2 * centralMoment w E 2 t)) t := hm.const_sub (E i)
    exact (population_hasDerivAt hZ i).fun_mul (hd.fun_pow (k + 1))
  refine h0.congr_deriv ?_
  have e1 : centralMoment w E (k + 2) t
      = ∑ i, population w E t i * (E i - meanEnergy w E t) ^ (k + 2) := rfl
  have e2 : centralMoment w E k t
      = ∑ i, population w E t i * (E i - meanEnergy w E t) ^ k := rfl
  rw [e1, e2, Finset.mul_sum, ← Finset.sum_sub_distrib, Finset.mul_sum]
  refine Finset.sum_congr rfl fun i _ => ?_
  push_cast
  ring
```

Setting `k` to 1 and using $\mu_1=0$ gives the variance law.

```lean
/-- Where the total weight is nonzero, the energy variance has derivative minus twice the
third central moment. -/
theorem energyVariance_hasDerivAt (hZ : totalWeight w E t ≠ 0) :
    HasDerivAt (energyVariance w E) (-2 * centralMoment w E 3 t) t :=
  (centralMoment_hasDerivAt hZ 1).congr_deriv (by norm_num [centralMoment_one hZ])
```

## The two-level curve

From here on `w` is a single number, the initial ground weight, and no longer a function on the levels. The two-level variance is the general variance evaluated on the weights `![w, 1 - w]` and energies `![0, D]`. Placing the ground level at zero loses nothing, since a common energy shift multiplies all weights by the same factor.

```lean
/-- Energy variance for levels `0` and `D` with initial weights `w` and `1 - w`,
for `0 ≤ w ≤ 1`. -/
def twoLevelVariance (w D t : ℝ) : ℝ := energyVariance ![w, 1 - w] ![0, D] t
```

The time $T$ is called `turningTime`. It is defined by the same formula when $w\ge 1/2$, where it is not positive.

```lean
/-- The time `log ((1 - w) / w) / (2 D)`, for `0 < w < 1` and `D ≠ 0`. -/
def turningTime (w D : ℝ) : ℝ := Real.log ((1 - w) / w) / (2 * D)
```

The closed form follows the calculation above. `hv` reduces the sums to $D^2wb/(w+b)^2$, `hb` rewrites $b$ as $we^{-2y}$, and `huv` supplies $e^ye^{-y}=1$ for the final identity.

```lean
/-- For `0 < w < 1` and `D > 0`, the two-level variance is a squared hyperbolic secant in time,
centred at the turning time. -/
theorem twoLevelVariance_eq {w D : ℝ} (hw : 0 < w) (hw1 : w < 1) (hD : 0 < D) (t : ℝ) :
    twoLevelVariance w D t = D ^ 2 / (4 * Real.cosh (D * (t - turningTime w D)) ^ 2) := by
  have h1w : 0 < 1 - w := by linarith
  have hv : twoLevelVariance w D t = D ^ 2 * (w * ((1 - w) * Real.exp (-2 * t * D)))
      / (w + (1 - w) * Real.exp (-2 * t * D)) ^ 2 := by
    have hb : 0 < (1 - w) * Real.exp (-2 * t * D) := mul_pos h1w (Real.exp_pos _)
    simp only [twoLevelVariance, energyVariance, centralMoment, meanEnergy, population,
      totalWeight, Fin.sum_univ_two, Matrix.cons_val_zero, Matrix.cons_val_one, mul_zero,
      Real.exp_zero, mul_one, zero_add]
    generalize (1 - w) * Real.exp (-2 * t * D) = b at hb ⊢
    have hne : w + b ≠ 0 := by positivity
    field_simp
    ring
  have hT : 2 * D * turningTime w D = Real.log ((1 - w) / w) := by
    rw [turningTime]
    field_simp
  obtain ⟨y, hy⟩ : ∃ y, y = D * (t - turningTime w D) := ⟨_, rfl⟩
  -- the weight ratio of the two levels is exp (-2 y)
  have hb : (1 - w) * Real.exp (-2 * t * D) = w * (Real.exp (-y) * Real.exp (-y)) := by
    have he : -2 * t * D = -y + -y - Real.log ((1 - w) / w) := by
      linear_combination 2 * hy - hT
    rw [he, Real.exp_sub, Real.exp_add, Real.exp_log (div_pos h1w hw)]
    field_simp
  have huv : Real.exp y * Real.exp (-y) = 1 := by
    rw [← Real.exp_add, add_neg_cancel, Real.exp_zero]
  rw [hv, hb, ← hy, Real.cosh_eq, div_eq_div_iff (by positivity) (by positivity)]
  linear_combination D ^ 2 * w ^ 2
    * (Real.exp y * Real.exp (-y) + 1 + 2 * Real.exp (-y) ^ 2) * huv
```

The comparison of two times uses `Real.cosh_lt_cosh`, which orders values of cosh by the absolute values of their arguments. A larger cosh in the denominator means a smaller variance.

```lean
/-- For `0 < w < 1` and `D > 0`, the two-level variance is larger at the time that lies closer
to the turning time. -/
theorem twoLevelVariance_lt {w D s t : ℝ} (hw : 0 < w) (hw1 : w < 1) (hD : 0 < D)
    (h : |t - turningTime w D| < |s - turningTime w D|) :
    twoLevelVariance w D s < twoLevelVariance w D t := by
  have hc : Real.cosh (D * (t - turningTime w D)) < Real.cosh (D * (s - turningTime w D)) := by
    rw [Real.cosh_lt_cosh, abs_mul, abs_mul]
    exact mul_lt_mul_of_pos_left h (abs_pos.2 hD.ne')
  rw [twoLevelVariance_eq hw hw1 hD, twoLevelVariance_eq hw hw1 hD]
  gcongr
```

The rise and fall are now statements about distances to $T$. On `Set.Icc 0 (turningTime w D)` a later time is closer to $T$, and on `Set.Ici (turningTime w D)` it is farther away. Positivity of $T$ comes from $(1-w)/w>1$.

```lean
/-- For `D > 0` and ground weight `0 < w < 1/2`, the turning time is positive; the variance
strictly increases from time zero up to it and strictly decreases afterwards. -/
theorem twoLevelVariance_rises_then_falls {w D : ℝ} (hw : 0 < w) (hw2 : w < 1 / 2)
    (hD : 0 < D) :
    0 < turningTime w D ∧
    StrictMonoOn (twoLevelVariance w D) (Set.Icc 0 (turningTime w D)) ∧
    StrictAntiOn (twoLevelVariance w D) (Set.Ici (turningTime w D)) := by
  have hw1 : w < 1 := by linarith
  refine ⟨div_pos (Real.log_pos ?_) (by positivity), ?_, ?_⟩
  · rw [lt_div_iff₀ hw]
    linarith
  · intro s hs t ht hst
    apply twoLevelVariance_lt hw hw1 hD
    rw [abs_of_nonpos (by linarith [ht.2]), abs_of_nonpos (by linarith [hs.2])]
    linarith
  · intro s hs t ht hst
    apply twoLevelVariance_lt hw hw1 hD
    rw [abs_of_nonneg (by linarith [Set.mem_Ici.1 hs]),
      abs_of_nonneg (by linarith [Set.mem_Ici.1 ht])]
    linarith
```

Failure of monotonicity on $t\ge 0$ needs one pair of times in each direction. The variance at $T+1$ is below that at $T$, so the function is not increasing. The variance at $T$ is above that at $0$, so it is not decreasing.

```lean
/-- For `D > 0` and ground weight `0 < w < 1/2`, the variance is neither monotonically
increasing nor monotonically decreasing on `t ≥ 0`. -/
theorem twoLevelVariance_not_monotone {w D : ℝ} (hw : 0 < w) (hw2 : w < 1 / 2) (hD : 0 < D) :
    ¬ MonotoneOn (twoLevelVariance w D) (Set.Ici 0) ∧
    ¬ AntitoneOn (twoLevelVariance w D) (Set.Ici 0) := by
  obtain ⟨hT, hup, hdown⟩ := twoLevelVariance_rises_then_falls hw hw2 hD
  constructor
  · intro h
    have h1 := hdown (Set.mem_Ici.2 le_rfl)
      (Set.mem_Ici.2 (by linarith : turningTime w D ≤ turningTime w D + 1)) (by linarith)
    have h2 := h (Set.mem_Ici.2 hT.le)
      (Set.mem_Ici.2 (by linarith : (0 : ℝ) ≤ turningTime w D + 1)) (by linarith)
    linarith
  · intro h
    have h1 := hup ⟨le_rfl, hT.le⟩ ⟨hT.le, le_rfl⟩ hT
    have h2 := h (Set.mem_Ici.2 le_rfl) (Set.mem_Ici.2 hT.le) hT.le
    linarith
```

In the complementary range $1/2\le w<1$, every $t\ge 0$ lies at or beyond the turning time, so the same comparison gives strict decrease. The value $w=1$ is excluded because the state is then the ground state and its variance is zero at all times.

```lean
/-- For `D > 0` and ground weight `1/2 ≤ w < 1`, the variance strictly decreases on `t ≥ 0`. -/
theorem twoLevelVariance_decreasing {w D : ℝ} (hw2 : 1 / 2 ≤ w) (hw1 : w < 1) (hD : 0 < D) :
    StrictAntiOn (twoLevelVariance w D) (Set.Ici 0) := by
  have hw : 0 < w := by linarith
  have hT : turningTime w D ≤ 0 := by
    refine div_nonpos_of_nonpos_of_nonneg (Real.log_nonpos ?_ ?_) (by positivity)
    · exact div_nonneg (by linarith) hw.le
    · rw [div_le_one hw]
      linarith
  intro s hs t ht hst
  apply twoLevelVariance_lt hw hw1 hD
  rw [abs_of_nonneg (by linarith [Set.mem_Ici.1 hs]),
    abs_of_nonneg (by linarith [Set.mem_Ici.1 ht])]
  linarith

end

end ImaginaryTimeVariance
```

```lean
#print axioms ImaginaryTimeVariance.energyVariance_hasDerivAt
-- 'ImaginaryTimeVariance.energyVariance_hasDerivAt' depends on axioms: [propext, Classical.choice, Quot.sound]
#print axioms ImaginaryTimeVariance.twoLevelVariance_rises_then_falls
-- 'ImaginaryTimeVariance.twoLevelVariance_rises_then_falls' depends on axioms: [propext, Classical.choice, Quot.sound]
#print axioms ImaginaryTimeVariance.twoLevelVariance_not_monotone
-- 'ImaginaryTimeVariance.twoLevelVariance_not_monotone' depends on axioms: [propext, Classical.choice, Quot.sound]
#print axioms ImaginaryTimeVariance.twoLevelVariance_decreasing
-- 'ImaginaryTimeVariance.twoLevelVariance_decreasing' depends on axioms: [propext, Classical.choice, Quot.sound]
```
